# At least 3/16 of all vectors with entries ±1 have squared dot product at least 1/4 with a given real unit vector

For every unit vector $v\in\mathbb R^n$, at least $3/16$ of the $2^n$ vectors $x$ with entries $\pm1$ satisfy $(v\cdot x)^2\ge 1/4$. Since $x$ has length $\sqrt n$, the normalised start $x/\sqrt n$ then has squared overlap at least $1/(4n)$ with $v$.

Power iteration looks for an eigenvector $v$ of a matrix $A$ by applying $A$ repeatedly to a start vector. In exact arithmetic, a start orthogonal to $v$ fails when $A$ is symmetric, because its iterates stay orthogonal to $v$. Random signs are a cheap choice of start, made without knowing $v$. For a finite real symmetric Hamiltonian matrix, shifted so that a nondegenerate ground state has the eigenvalue of largest modulus, the result bounds from below the share of sign starts that, once normalised, have squared overlap at least $1/(4n)$ with the normalised ground state. This guaranteed weight falls as the dimension $n$ grows.

## Moments of the overlap and the count of good starts

From here on, the overlap of $x$ with $v$ is the dot product $v\cdot x$, with $x$ not normalised. Number the entries from $0$. For a vector $v$ of length $n+1$, write $v\cdot x=\pm v_0+R$, where $R$ is the overlap of the remaining entries. Adding the two values of the first sign gives

$$(v_0+R)^2+(-v_0+R)^2=2v_0^2+2R^2,$$
$$(v_0+R)^4+(-v_0+R)^4=2v_0^4+12v_0^2R^2+2R^4.$$

Let $q=\sum_{i\ge1}v_i^2$. If the sum of $R^2$ over the $2^n$ remaining sign choices is $2^nq$, the first line sums to $2^{n+1}(v_0^2+q)$. If the sum of $R^4$ is $2^n(3q^2-2\sum_{i\ge1}v_i^4)$, the second line sums to

$$2^{n+1}\Big(v_0^4+6v_0^2q+3q^2-2\sum_{i\ge1}v_i^4\Big)=2^{n+1}\Big(3(v_0^2+q)^2-2\sum_{i\ge0}v_i^4\Big).$$

Both formulas hold for length zero, where every term vanishes, so induction gives them for all lengths. For a unit vector of length $n$, the mean of $Z=(v\cdot x)^2$ is therefore $1$, and the mean of $Z^2$ is $3-2\sum_iv_i^4\le3$.

Now take a threshold $0\le\theta\le1$ and set $c=(1-\theta)/3$. For every start,

$$2c(Z-\theta)-c^2Z^2\le\mathbf 1[Z\ge\theta],$$

where the right side is $1$ if $Z\ge\theta$ and $0$ otherwise. In the first case, right minus left is $(1-cZ)^2+2c\theta\ge0$. In the second, neither term on the left is positive. Summing over all starts gives

$$\#\{x:Z\ge\theta\}\ge2^n\big(2c(1-\theta)-3c^2\big)=2^n\,\frac{(1-\theta)^2}{3}.$$

At $\theta=1/4$ the fraction is $3/16$.

## From the overlap to the angle after $k$ steps

Let $A$ be real symmetric with $Av=\lambda v$ and $\lambda\ne0$, and suppose that $|Aw|\le|\mu|\,|w|$ whenever $w\perp v$. The number $|\mu|$ stands for a bound on the moduli of the other eigenvalues. Write $t(y)=y-(v\cdot y)v$ for the part of $y$ orthogonal to $v$. By symmetry $v\cdot Ay=\lambda\,(v\cdot y)$, hence

$$t(Ay)=Ay-\lambda(v\cdot y)v=A\,t(y).$$

Each step multiplies the overlap by $\lambda$ and lengthens the orthogonal part by at most the factor $|\mu|$. At the start, $|t(x)|^2=n-(v\cdot x)^2\le n$. If $(v\cdot x)^2\ge1/4$, the angle $\varphi_k$ between $A^kx$ and the line along $v$ obeys

$$\tan^2\varphi_k=\frac{|t(A^kx)|^2}{(v\cdot A^kx)^2}\le\frac{\mu^{2k}n}{\lambda^{2k}/4}=4n\left(\frac{\mu}{\lambda}\right)^{2k}.$$

The bound tends to zero when $|\mu|<|\lambda|$, which makes $v$ the dominant eigenvector.

## A matrix with eigenvalues 26 and 1

Take $A=\begin{pmatrix}10&12\\12&17\end{pmatrix}$ and $v=(3/5,4/5)$, so that $\lambda=26$ and $\mu=1$. The starts $\pm(1,1)$ have $Z=49/25$, and $\pm(1,-1)$ have $Z=1/25$. The mean of $Z$ is $1$, and half of the starts pass the threshold $1/4$.

One step takes $(1,1)$ to $(22,29)$. The overlap grows from $7/5$ to $182/5$, while the orthogonal part stays at $(4/25,-3/25)$, of squared length $1/25$. The squared tangent is $1/182^2\approx0.00003$, below the bound $8/676\approx0.012$. The start $(1,-1)$ goes to $(-2,-5)$, with squared tangent $49/676\approx0.072$, above the bound. After $k$ steps its squared tangent is $49/26^{2k}$, which stays above the bound $8/26^{2k}$, but its angle to the line along $v$ still tends to zero.

## Sign strings and the orthogonal part in Lean

```lean
import Mathlib

open Matrix

namespace RandomSignStart

noncomputable section
```

A start is encoded by `s : Fin n → Bool`, and `signVec s` is the corresponding real vector. Different strings give different vectors, so counting strings counts starts.

```lean
/-- The start vector with entries 1 or -1 that is encoded by a string of `n` bits. -/
def signVec {n : ℕ} (s : Fin n → Bool) : Fin n → ℝ := fun i => if s i then 1 else -1
```

The function `transverse v y` is $t(y)$ when $v$ is a unit vector. It is the component orthogonal to $v$, not the eigenvalue residual $Ay-\lambda y$. The symbol `⬝ᵥ` is the dot product, and vectors are not normalised between steps, which leaves angles unchanged.

```lean
/-- The part of `y` that remains after its component along the unit vector `v` is removed. -/
def transverse {n : ℕ} (v y : Fin n → ℝ) : Fin n → ℝ := y - (v ⬝ᵥ y) • v
```

## Splitting off the first sign

The first lemma counts the starts. The second regroups a sum over strings of length $n+1$ by their first bit, and the third is the decomposition $\pm v_0+R$.

```lean
/-- There are `2 ^ n` sign vectors of length `n`. -/
lemma card_starts (n : ℕ) : ((Finset.univ : Finset (Fin n → Bool)).card : ℝ) = 2 ^ n := by
  simp

/-- A sum over all sign strings splits according to the first sign. -/
lemma sum_first_sign {n : ℕ} (f : (Fin (n + 1) → Bool) → ℝ) :
    ∑ s, f s = ∑ s : Fin n → Bool, (f (Fin.cons true s) + f (Fin.cons false s)) := by
  have h := (Fin.consEquiv (fun _ : Fin (n + 1) => Bool)).sum_comp f
  rw [Fintype.sum_prod_type, Fintype.sum_bool, ← Finset.sum_add_distrib] at h
  exact h.symm

/-- The overlap with a sign vector is the first term plus the overlap of the remaining entries. -/
lemma overlap_cons {n : ℕ} (v : Fin (n + 1) → ℝ) (b : Bool) (s : Fin n → Bool) :
    v ⬝ᵥ signVec (Fin.cons b s : Fin (n + 1) → Bool)
      = v 0 * (if b then 1 else -1) + (fun i : Fin n => v i.succ) ⬝ᵥ signVec s := by
  simp [dotProduct, signVec, Fin.sum_univ_succ]
```

The two moment theorems hold for any real vector, normalised or not. In each, `hs` is the identity for the two first signs, closed by `ring`, and `ih` supplies the moment of the shorter vector. The fourth moment also calls on the second, because of the term $12v_0^2R^2$.

```lean
/-- Second moment: the squared overlap with `v`, summed over all sign vectors, is `2 ^ n`
times the squared length of `v`. -/
theorem second_moment {n : ℕ} (v : Fin n → ℝ) :
    ∑ s, (v ⬝ᵥ signVec s) ^ 2 = 2 ^ n * (v ⬝ᵥ v) := by
  induction n with
  | zero => simp [dotProduct]
  | succ n ih =>
    have hv : v ⬝ᵥ v = v 0 * v 0 + (fun i : Fin n => v i.succ) ⬝ᵥ (fun i => v i.succ) := by
      simp only [dotProduct, Fin.sum_univ_succ]
    -- the cross terms cancel between the two values of the first sign
    have hs : ∀ s : Fin n → Bool,
        (v ⬝ᵥ signVec (Fin.cons true s : Fin (n + 1) → Bool)) ^ 2
          + (v ⬝ᵥ signVec (Fin.cons false s : Fin (n + 1) → Bool)) ^ 2
        = 2 * v 0 ^ 2 + 2 * ((fun i : Fin n => v i.succ) ⬝ᵥ signVec s) ^ 2 := by
      intro s
      simp only [overlap_cons, reduceIte, Bool.false_eq_true]
      ring
    rw [sum_first_sign, Finset.sum_congr rfl (fun s _ => hs s), Finset.sum_add_distrib,
      Finset.sum_const, ← Finset.mul_sum, ih, nsmul_eq_mul, card_starts, hv]
    ring

/-- Fourth moment: the fourth power of the overlap, summed over all sign vectors, is `2 ^ n` times
the whole difference `3 * (v ⬝ᵥ v) ^ 2 - 2 * ∑ i, v i ^ 4`. -/
theorem fourth_moment {n : ℕ} (v : Fin n → ℝ) :
    ∑ s, (v ⬝ᵥ signVec s) ^ 4 = 2 ^ n * (3 * (v ⬝ᵥ v) ^ 2 - 2 * ∑ i, v i ^ 4) := by
  induction n with
  | zero => simp [dotProduct]
  | succ n ih =>
    have hv : v ⬝ᵥ v = v 0 * v 0 + (fun i : Fin n => v i.succ) ⬝ᵥ (fun i => v i.succ) := by
      simp only [dotProduct, Fin.sum_univ_succ]
    have hs : ∀ s : Fin n → Bool,
        (v ⬝ᵥ signVec (Fin.cons true s : Fin (n + 1) → Bool)) ^ 4
          + (v ⬝ᵥ signVec (Fin.cons false s : Fin (n + 1) → Bool)) ^ 4
        = 2 * v 0 ^ 4 + (12 * v 0 ^ 2 * ((fun i : Fin n => v i.succ) ⬝ᵥ signVec s) ^ 2
          + 2 * ((fun i : Fin n => v i.succ) ⬝ᵥ signVec s) ^ 4) := by
      intro s
      simp only [overlap_cons, reduceIte, Bool.false_eq_true]
      ring
    rw [sum_first_sign, Finset.sum_congr rfl (fun s _ => hs s), Finset.sum_add_distrib,
      Finset.sum_const, Finset.sum_add_distrib, ← Finset.mul_sum, ← Finset.mul_sum, ih,
      second_moment, nsmul_eq_mul, card_starts, hv, Fin.sum_univ_succ]
    ring
```

## Counting starts above a threshold

The hypothesis `v ⬝ᵥ v = 1` says that $v$ is a unit vector, which forces $n\ge1$. The conclusion compares the number of strings that pass the threshold with $2^n$. It becomes a probability once the signs are drawn independently and uniformly; whether a given random number generator does so is the step that the hypotheses leave open.

In the proof, `key` is the parabola inequality. Its two `nlinarith` calls treat the cases $Z\ge\theta$ and $Z<\theta$, the first using the square $(cZ-1)^2$. Summation then inserts the moments, and the nonnegative sum of the $v_i^4$ is discarded.

```lean
/-- For a unit vector `v` and a threshold `θ` between 0 and 1, at least a fraction
`(1 - θ) ^ 2 / 3` of all sign vectors have squared overlap at least `θ` with `v`. -/
theorem overlap_fraction {n : ℕ} (v : Fin n → ℝ) (hv : v ⬝ᵥ v = 1) (θ : ℝ)
    (h0 : 0 ≤ θ) (h1 : θ ≤ 1) :
    (1 - θ) ^ 2 / 3 * 2 ^ n ≤
      ((Finset.univ.filter fun s : Fin n → Bool => θ ≤ (v ⬝ᵥ signVec s) ^ 2).card : ℝ) := by
  obtain ⟨c, hc⟩ : ∃ c : ℝ, c = (1 - θ) / 3 := ⟨_, rfl⟩
  have hc0 : 0 ≤ c := by rw [hc]; linarith
  -- a parabola in the squared overlap lies below the indicator of a good start
  have key : ∀ s : Fin n → Bool,
      2 * c * ((v ⬝ᵥ signVec s) ^ 2 - θ) - c ^ 2 * (v ⬝ᵥ signVec s) ^ 4
        ≤ if θ ≤ (v ⬝ᵥ signVec s) ^ 2 then (1 : ℝ) else 0 := by
    intro s
    split_ifs with h
    · nlinarith [sq_nonneg (c * (v ⬝ᵥ signVec s) ^ 2 - 1), mul_nonneg hc0 h0]
    · nlinarith [mul_nonneg hc0 (sub_nonneg.2 (le_of_lt (not_le.1 h))),
        sq_nonneg (c * (v ⬝ᵥ signVec s) ^ 2)]
  have hsum := Finset.sum_le_sum (fun s (_ : s ∈ Finset.univ) => key s)
  rw [Finset.sum_boole, Finset.sum_sub_distrib, ← Finset.mul_sum, ← Finset.mul_sum,
    Finset.sum_sub_distrib, Finset.sum_const, nsmul_eq_mul, card_starts,
    second_moment, fourth_moment, hv] at hsum
  have h4 : 0 ≤ ∑ i, v i ^ 4 := Finset.sum_nonneg (fun i _ => by positivity)
  have hp : 0 ≤ c ^ 2 * (2 ^ n * ∑ i, v i ^ 4) := by positivity
  have he : (1 - θ) ^ 2 / 3 * 2 ^ n = 2 * c * (2 ^ n * 1 - 2 ^ n * θ) - c ^ 2 * (2 ^ n * 3) := by
    rw [hc]; ring
  rw [he]
  linarith

/-- For every unit vector `v`, at least 3/16 of all sign vectors have squared overlap at
least 1/4 with `v`. -/
theorem three_sixteenths {n : ℕ} (v : Fin n → ℝ) (hv : v ⬝ᵥ v = 1) :
    3 / 16 * 2 ^ n ≤
      ((Finset.univ.filter fun s : Fin n → Bool => 1 / 4 ≤ (v ⬝ᵥ signVec s) ^ 2).card : ℝ) := by
  have h := overlap_fraction v hv (1 / 4) (by norm_num) (by norm_num)
  have e : ((1 : ℝ) - 1 / 4) ^ 2 / 3 = 3 / 16 := by norm_num
  rwa [e] at h
```

## Power steps from a sign start

Here `lam` is $\lambda$, `*ᵥ` is the matrix–vector product, and `hgap` is the squared form of the bound on vectors orthogonal to $v$. This bound is assumed, not derived from a computed spectrum. The arithmetic is that of real numbers, without rounding.

Within the proof, `hstep` is the symmetry argument, `ht` is $t(Ay)=A\,t(y)$, and `ho` is the orthogonality that allows `hgap` to be applied. The `calc` block adds one factor $\mu^2$ per step.

```lean
/-- Let `v` be a unit eigenvector of a real symmetric matrix `A`, and let `A` stretch vectors
orthogonal to `v` by at most `|μ|`. After `k` power steps the overlap with `v` has been multiplied
by the `k`-th power of the eigenvalue, and the transverse part is at most `|μ| ^ k` times as long
as the start vector. -/
theorem power_steps {n : ℕ} (A : Matrix (Fin n) (Fin n) ℝ) (v : Fin n → ℝ) (lam μ : ℝ)
    (hA : A.IsSymm) (hv : v ⬝ᵥ v = 1) (hE : A *ᵥ v = lam • v)
    (hgap : ∀ w, v ⬝ᵥ w = 0 → (A *ᵥ w) ⬝ᵥ (A *ᵥ w) ≤ μ ^ 2 * (w ⬝ᵥ w))
    (x : Fin n → ℝ) (k : ℕ) :
    v ⬝ᵥ (A ^ k *ᵥ x) = lam ^ k * (v ⬝ᵥ x) ∧
      transverse v (A ^ k *ᵥ x) ⬝ᵥ transverse v (A ^ k *ᵥ x) ≤ (μ ^ 2) ^ k * (x ⬝ᵥ x) := by
  have hstep : ∀ y, v ⬝ᵥ (A *ᵥ y) = lam * (v ⬝ᵥ y) := by
    intro y
    rw [Matrix.dotProduct_mulVec, ← Matrix.mulVec_transpose, hA.eq, hE, smul_dotProduct,
      smul_eq_mul]
  induction k with
  | zero =>
    refine ⟨by simp, ?_⟩
    simp only [pow_zero, Matrix.one_mulVec, one_mul, transverse, sub_dotProduct, dotProduct_sub,
      smul_dotProduct, dotProduct_smul, smul_eq_mul, hv, dotProduct_comm x v]
    nlinarith [sq_nonneg (v ⬝ᵥ x)]
  | succ k ih =>
    have hpow : A ^ (k + 1) *ᵥ x = A *ᵥ (A ^ k *ᵥ x) := by
      rw [pow_succ', ← Matrix.mulVec_mulVec]
    -- taking the transverse part commutes with a power step
    have ht : transverse v (A *ᵥ (A ^ k *ᵥ x)) = A *ᵥ transverse v (A ^ k *ᵥ x) := by
      unfold transverse
      rw [Matrix.mulVec_sub, Matrix.mulVec_smul, hE, hstep, smul_smul, mul_comm lam]
    have ho : v ⬝ᵥ transverse v (A ^ k *ᵥ x) = 0 := by
      simp only [transverse, dotProduct_sub, dotProduct_smul, smul_eq_mul, hv, mul_one, sub_self]
    rw [hpow]
    refine ⟨by rw [hstep, ih.1]; ring, ?_⟩
    rw [ht]
    calc _ ≤ μ ^ 2 * (transverse v (A ^ k *ᵥ x) ⬝ᵥ transverse v (A ^ k *ᵥ x)) := hgap _ ho
      _ ≤ μ ^ 2 * ((μ ^ 2) ^ k * (x ⬝ᵥ x)) := mul_le_mul_of_nonneg_left ih.2 (sq_nonneg μ)
      _ = _ := by ring
```

The next theorem states the tangent bound with the denominator multiplied out, together with a nonzero overlap, so that the tangent is defined. It is stated for each $k$ separately, and does not require $|\mu|<|\lambda|$. The proof shows that every start counted by `three_sixteenths` also satisfies the new condition: `hx` gives $|x|^2=n$, and the last line multiplies $(v\cdot x)^2-1/4\ge0$ by $n\mu^{2k}$.

```lean
/-- Let `v` be a unit eigenvector of a real symmetric matrix `A` with eigenvalue `lam ≠ 0`, and
let `A` stretch vectors orthogonal to `v` by at most `|μ|`. For at least 3/16 of all sign starts,
the iterate after `k` power steps overlaps with `v`, and the squared tangent of its angle to `v`
is at most `4 n (μ / lam) ^ (2 k)`. -/
theorem power_iteration_sign_start {n : ℕ} (A : Matrix (Fin n) (Fin n) ℝ) (v : Fin n → ℝ)
    (lam μ : ℝ) (hA : A.IsSymm) (hv : v ⬝ᵥ v = 1) (hE : A *ᵥ v = lam • v) (hl : lam ≠ 0)
    (hgap : ∀ w, v ⬝ᵥ w = 0 → (A *ᵥ w) ⬝ᵥ (A *ᵥ w) ≤ μ ^ 2 * (w ⬝ᵥ w)) (k : ℕ) :
    3 / 16 * 2 ^ n ≤ ((Finset.univ.filter fun s : Fin n → Bool =>
      v ⬝ᵥ (A ^ k *ᵥ signVec s) ≠ 0 ∧
      transverse v (A ^ k *ᵥ signVec s) ⬝ᵥ transverse v (A ^ k *ᵥ signVec s)
        ≤ 4 * n * (μ / lam) ^ (2 * k) * (v ⬝ᵥ (A ^ k *ᵥ signVec s)) ^ 2).card : ℝ) := by
  refine (three_sixteenths v hv).trans (Nat.cast_le.2 (Finset.card_le_card ?_))
  intro s hs
  simp only [Finset.mem_filter, Finset.mem_univ, true_and] at hs ⊢
  obtain ⟨ho, ht⟩ := power_steps A v lam μ hA hv hE hgap (signVec s) k
  -- every sign vector has squared length n
  have hx : signVec s ⬝ᵥ signVec s = n := by
    have h : ∀ i, signVec s i * signVec s i = 1 := by
      intro i
      unfold signVec
      split_ifs <;> norm_num
    simp [dotProduct, h]
  rw [hx] at ht
  rw [ho]
  have hc : v ⬝ᵥ signVec s ≠ 0 := by
    intro h
    rw [h] at hs
    norm_num at hs
  refine ⟨mul_ne_zero (pow_ne_zero k hl) hc, ?_⟩
  have hq : ∀ q : ℝ, q ^ (2 * k) * (lam ^ k * (v ⬝ᵥ signVec s)) ^ 2
      = ((q * lam) ^ 2) ^ k * (v ⬝ᵥ signVec s) ^ 2 := by
    intro q
    ring
  have e := hq (μ / lam)
  rw [div_mul_cancel₀ _ hl] at e
  have hp : 0 ≤ (μ ^ 2) ^ k * (n : ℝ) := by positivity
  rw [mul_assoc, e]
  nlinarith [mul_nonneg hp (sub_nonneg.2 hs)]
```

## A concrete matrix and starts that miss

The matrix of the worked example satisfies the spectral hypotheses. On vectors orthogonal to $(3/5,4/5)$ it acts as the identity, which is the equation `e` in the proof.

```lean
/-- The matrix with rows (10, 12) and (12, 17), the unit vector (3/5, 4/5), the eigenvalue 26 and
the bound 1 meet the hypotheses on the matrix in the power iteration theorem. -/
theorem power_iteration_witness :
    (!![10, 12; 12, 17] : Matrix (Fin 2) (Fin 2) ℝ).IsSymm ∧
    (![3 / 5, 4 / 5] : Fin 2 → ℝ) ⬝ᵥ ![3 / 5, 4 / 5] = 1 ∧
    (!![10, 12; 12, 17] : Matrix (Fin 2) (Fin 2) ℝ) *ᵥ ![3 / 5, 4 / 5]
      = (26 : ℝ) • ![3 / 5, 4 / 5] ∧
    ∀ w : Fin 2 → ℝ, ![3 / 5, 4 / 5] ⬝ᵥ w = 0 →
      ((!![10, 12; 12, 17] : Matrix (Fin 2) (Fin 2) ℝ) *ᵥ w) ⬝ᵥ (!![10, 12; 12, 17] *ᵥ w)
        ≤ 1 ^ 2 * (w ⬝ᵥ w) := by
  refine ⟨?_, ?_, ?_, ?_⟩
  · unfold Matrix.IsSymm
    ext i j
    fin_cases i <;> fin_cases j <;> rfl
  · norm_num [dotProduct, Fin.sum_univ_two]
  · ext i
    fin_cases i <;> norm_num [Matrix.mulVec, dotProduct, Fin.sum_univ_two]
  · intro w hw
    have h : 3 / 5 * w 0 + 4 / 5 * w 1 = 0 := by
      simpa [dotProduct, Fin.sum_univ_two] using hw
    -- the matrix acts as the identity on the orthogonal complement
    have e : (!![10, 12; 12, 17] : Matrix (Fin 2) (Fin 2) ℝ) *ᵥ w = w := by
      ext i
      fin_cases i <;> simp [Matrix.mulVec, dotProduct, Fin.sum_univ_two] <;> linarith
    rw [e]
    linarith
```

A start can also miss completely. For $v=(a,a)$ with $a\ne0$, the overlap is $a(x_0+x_1)$, which vanishes exactly when the two signs differ. This happens for two of the four starts, including in the normalised case $a=1/\sqrt2$. After the reduction to unequal bits, `decide` counts the cases.

```lean
/-- For a vector with two equal nonzero entries, exactly two of the four sign vectors are
orthogonal to it. -/
theorem half_of_starts_miss (a : ℝ) (ha : a ≠ 0) :
    (Finset.univ.filter fun s : Fin 2 → Bool => ![a, a] ⬝ᵥ signVec s = 0).card = 2 := by
  have h : ∀ s : Fin 2 → Bool, ![a, a] ⬝ᵥ signVec s = 0 ↔ s 0 ≠ s 1 := by
    intro s
    have e : ![a, a] ⬝ᵥ signVec s = a * (signVec s 0 + signVec s 1) := by
      rw [mul_add]
      simp [dotProduct, Fin.sum_univ_two]
    rw [e, mul_eq_zero, or_iff_right ha]
    unfold signVec
    cases s 0 <;> cases s 1 <;> norm_num
  have h2 : (Finset.univ.filter fun s : Fin 2 → Bool => ![a, a] ⬝ᵥ signVec s = 0)
      = Finset.univ.filter fun s : Fin 2 → Bool => s 0 ≠ s 1 :=
    Finset.filter_congr (fun s _ => h s)
  rw [h2]
  decide

end

end RandomSignStart
```

```lean
#print axioms RandomSignStart.power_iteration_sign_start
#print axioms RandomSignStart.half_of_starts_miss
```

```
'RandomSignStart.power_iteration_sign_start' depends on axioms: [propext, Classical.choice, Quot.sound]
'RandomSignStart.half_of_starts_miss' depends on axioms: [propext, Classical.choice, Quot.sound]
```
